# The first-order Legendre truncation of a normalised angular density is nonnegative exactly when its mean cosine is at most 1/3 in absolute value

If a scattering density is replaced by the first two terms of its Legendre expansion, the replacement can be negative at some angles, and a negative density can't be sampled as a probability. For a density of integral one in the scattering cosine, the results below decide from the mean cosine alone whether this happens, and they bound how negative the truncation can get when the original density is nonnegative.

```lean
import Mathlib

open Set

namespace TruncatedLegendreDensity

noncomputable section

/-- The Legendre polynomials `P_l(x)`, defined by Bonnet's recursion. -/
def legendreP : ℕ → ℝ → ℝ
  | 0, _ => 1
  | 1, x => x
  | l + 2, x =>
    ((2 * (l : ℝ) + 3) * x * legendreP (l + 1) x - ((l : ℝ) + 1) * legendreP l x) / ((l : ℝ) + 2)

/-- The Legendre expansion of an angular density `f` on `[-1,1]`, cut after order `L`. -/
def truncation (L : ℕ) (f : ℝ → ℝ) (x : ℝ) : ℝ :=
  ∑ l ∈ Finset.range (L + 1),
    (2 * (l : ℝ) + 1) / 2 * (∫ t in (-1 : ℝ)..1, legendreP l t * f t) * legendreP l x

/-- The first moment of `f` on `[-1,1]`, which is the mean cosine when `f` is a
normalised density. -/
def meanCos (f : ℝ → ℝ) : ℝ := ∫ t in (-1 : ℝ)..1, t * f t

/-- The angular density `(n+1)(1+x)^n / 2^(n+1)` on `[-1,1]`, which is constant for `n = 0` and
forward-peaked for `n ≥ 1`. -/
def peaked (n : ℕ) (x : ℝ) : ℝ := ((n : ℝ) + 1) * (1 + x) ^ n / 2 ^ (n + 1)

/-- For `f` of integral one, the truncation at `l = 1` is the linear function
`(1 + 3 μ x)/2`, with `μ` the mean cosine. -/
theorem truncation_one {f : ℝ → ℝ} (h : ∫ t in (-1 : ℝ)..1, f t = 1) (x : ℝ) :
    truncation 1 f x = (1 + 3 * meanCos f * x) / 2 := by
  simp only [truncation, Finset.sum_range_succ, Finset.sum_range_zero, legendreP,
    one_mul, mul_one, h, meanCos]
  push_cast
  ring

/-- For `f` of integral one, the truncation at `l = 1` is nonnegative on `[-1,1]`
if and only if the mean cosine is at most `1/3` in absolute value. -/
theorem truncation_nonneg_iff {f : ℝ → ℝ} (h : ∫ t in (-1 : ℝ)..1, f t = 1) :
    (∀ x ∈ Icc (-1 : ℝ) 1, 0 ≤ truncation 1 f x) ↔ |meanCos f| ≤ 1 / 3 := by
  simp only [truncation_one h]
  rw [abs_le]
  constructor
  · -- the two endpoints give the two bounds
    intro H
    have h1 := H 1 (by norm_num)
    have h2 := H (-1) (by norm_num)
    constructor <;> linarith
  · -- a linear function is a convex combination of its endpoint values
    rintro ⟨h1, h2⟩ x ⟨hx1, hx2⟩
    have a : 0 ≤ (1 + x) * (1 + 3 * meanCos f) := mul_nonneg (by linarith) (by linarith)
    have b : 0 ≤ (1 - x) * (1 - 3 * meanCos f) := mul_nonneg (by linarith) (by linarith)
    nlinarith [a, b]

/-- For a nonnegative density of integral one, the truncation at `l = 1` is nowhere
on `[-1,1]` below `-1`. -/
theorem neg_one_le_truncation {f : ℝ → ℝ} (h : ∫ t in (-1 : ℝ)..1, f t = 1)
    (hf : ∀ t ∈ Icc (-1 : ℝ) 1, 0 ≤ f t) {x : ℝ} (hx : x ∈ Icc (-1 : ℝ) 1) :
    -1 ≤ truncation 1 f x := by
  -- a nonzero integral forces integrability
  have hi : IntervalIntegrable f MeasureTheory.volume (-1) 1 := by
    by_contra hn
    rw [intervalIntegral.integral_undef hn] at h
    exact zero_ne_one h
  have hti : IntervalIntegrable (fun t => t * f t) MeasureTheory.volume (-1) 1 :=
    hi.continuousOn_mul continuousOn_id
  -- the weights 1 - t and 1 + t are nonnegative, so the mean lies in [-1,1]
  have h1 : 0 ≤ ∫ t in (-1 : ℝ)..1, (f t - t * f t) :=
    intervalIntegral.integral_nonneg (by norm_num) fun t ht => by
      nlinarith [mul_nonneg (sub_nonneg.2 ht.2) (hf t ht)]
  have h2 : 0 ≤ ∫ t in (-1 : ℝ)..1, (f t + t * f t) :=
    intervalIntegral.integral_nonneg (by norm_num) fun t ht => by
      nlinarith [mul_nonneg (sub_nonneg.2 ht.1) (hf t ht)]
  rw [intervalIntegral.integral_sub hi hti, h] at h1
  rw [intervalIntegral.integral_add hi hti, h] at h2
  change 0 ≤ 1 - meanCos f at h1
  change 0 ≤ 1 + meanCos f at h2
  rw [truncation_one h]
  have a : 0 ≤ (1 + x) * (1 + meanCos f) := mul_nonneg (by linarith [hx.1]) h2
  have b : 0 ≤ (1 - x) * (1 - meanCos f) := mul_nonneg (by linarith [hx.2]) h1
  nlinarith [a, b]

/-- The integral of `(1+t)^k` over `[-1,1]` is `2^(k+1)/(k+1)`. -/
theorem integral_one_add_pow (k : ℕ) :
    ∫ t in (-1 : ℝ)..1, (1 + t) ^ k = 2 ^ (k + 1) / ((k : ℝ) + 1) := by
  have hk : (k : ℝ) + 1 ≠ 0 := by positivity
  have hd : ∀ x : ℝ, HasDerivAt (fun y : ℝ => (1 + y) ^ (k + 1) / ((k : ℝ) + 1))
      ((1 + x) ^ k) x := fun x =>
    ((((hasDerivAt_id' x).const_add 1).fun_pow (k + 1)).div_const ((k : ℝ) + 1)).congr_deriv
      (by rw [Nat.add_sub_cancel]; push_cast; field_simp)
  rw [intervalIntegral.integral_eq_sub_of_hasDerivAt (fun x _ => hd x)
    (Continuous.intervalIntegrable (by fun_prop) _ _)]
  norm_num

/-- Each `peaked n` is continuous, nonnegative on `[-1,1]` and of integral one over `[-1,1]`. -/
theorem peaked_density (n : ℕ) : Continuous (peaked n) ∧
    (∀ x ∈ Icc (-1 : ℝ) 1, 0 ≤ peaked n x) ∧ ∫ t in (-1 : ℝ)..1, peaked n t = 1 := by
  refine ⟨by unfold peaked; fun_prop, fun x hx => ?_, ?_⟩
  · have h : 0 ≤ 1 + x := by linarith [hx.1]
    unfold peaked
    positivity
  · have h : ∀ t, peaked n t = ((n : ℝ) + 1) / 2 ^ (n + 1) * (1 + t) ^ n := by
      intro t
      unfold peaked
      ring
    simp_rw [h]
    rw [intervalIntegral.integral_const_mul, integral_one_add_pow]
    field_simp

/-- The mean cosine of `peaked n` is `n/(n+2)`. -/
theorem meanCos_peaked (n : ℕ) : meanCos (peaked n) = (n : ℝ) / (n + 2) := by
  -- write t = (1 + t) - 1
  have h : ∀ t, t * peaked n t = ((n : ℝ) + 1) / 2 ^ (n + 1) * (1 + t) ^ (n + 1)
      - ((n : ℝ) + 1) / 2 ^ (n + 1) * (1 + t) ^ n := by
    intro t
    unfold peaked
    ring
  unfold meanCos
  simp_rw [h]
  rw [intervalIntegral.integral_sub (Continuous.intervalIntegrable (by fun_prop) _ _)
    (Continuous.intervalIntegrable (by fun_prop) _ _), intervalIntegral.integral_const_mul,
    intervalIntegral.integral_const_mul, integral_one_add_pow, integral_one_add_pow]
  have e : ((n + 1 : ℕ) : ℝ) + 1 = n + 2 := by push_cast; ring
  rw [e]
  field_simp
  ring

/-- Truncating the density `peaked n` at `l = 1` produces a negative value somewhere on `[-1,1]`
exactly when `n ≥ 2`. -/
theorem peaked_truncation_negative_iff (n : ℕ) :
    (∃ x ∈ Icc (-1 : ℝ) 1, truncation 1 (peaked n) x < 0) ↔ 2 ≤ n := by
  have key := truncation_nonneg_iff (peaked_density n).2.2
  rw [meanCos_peaked, abs_of_nonneg (by positivity),
    div_le_div_iff₀ (by positivity) (by positivity)] at key
  constructor
  · rintro ⟨x, hx, hneg⟩
    by_contra hn
    have h1 : (n : ℝ) ≤ 1 := by exact_mod_cast (by omega : n ≤ 1)
    exact absurd (key.2 (by linarith) x hx) (not_le_of_gt hneg)
  · intro hn
    by_contra hc
    have h1 := key.1 fun x hx => le_of_not_gt fun hlt => hc ⟨x, hx, hlt⟩
    have h2 : (2 : ℝ) ≤ n := by exact_mod_cast hn
    linarith

/-- For every `ε > 0` there is an `n` for which the truncation of `peaked n` at `l = 1` has a value
below `-1 + ε` at `x = -1`. -/
theorem neg_one_sharp {ε : ℝ} (hε : 0 < ε) :
    ∃ n : ℕ, truncation 1 (peaked n) (-1) < -1 + ε := by
  obtain ⟨n, hn⟩ := exists_nat_gt (3 / ε)
  refine ⟨n, ?_⟩
  rw [div_lt_iff₀ hε] at hn
  have e : (1 + 3 * ((n : ℝ) / (n + 2)) * (-1)) / 2 = -1 + 3 / ((n : ℝ) + 2) := by
    field_simp
    ring
  have h3 : 3 / ((n : ℝ) + 2) < ε := by
    rw [div_lt_iff₀ (by positivity)]
    nlinarith
  rw [truncation_one (peaked_density n).2.2, meanCos_peaked, e]
  linarith

end

end TruncatedLegendreDensity
```

```lean
#print axioms TruncatedLegendreDensity.truncation_nonneg_iff
#print axioms TruncatedLegendreDensity.neg_one_le_truncation
#print axioms TruncatedLegendreDensity.peaked_truncation_negative_iff
#print axioms TruncatedLegendreDensity.neg_one_sharp
```

```
'TruncatedLegendreDensity.truncation_nonneg_iff' depends on axioms: [propext, Classical.choice, Quot.sound]
'TruncatedLegendreDensity.neg_one_le_truncation' depends on axioms: [propext, Classical.choice, Quot.sound]
'TruncatedLegendreDensity.peaked_truncation_negative_iff' depends on axioms: [propext, Classical.choice, Quot.sound]
'TruncatedLegendreDensity.neg_one_sharp' depends on axioms: [propext, Classical.choice, Quot.sound]
```

## Densities, moments and the cut expansion

The variable $x\in[-1,1]$ is the cosine of the scattering angle, so $x=1$ is forward and $x=-1$ is backward. A function $f$ on this interval is a density in the cosine: $\int_{-1}^{1} f(t)\,dt=1$, and isotropic scattering is $f=1/2$. In Lean, $f$ has type `ℝ → ℝ`, but only its values on $[-1,1]$ enter the integrals.

The Legendre polynomials $P_l$ are given by `legendreP`, with $P_0(x)=1$, $P_1(x)=x$ and Bonnet's recursion

$$P_{l+2}(x)=\frac{(2l+3)\,x\,P_{l+1}(x)-(l+1)\,P_l(x)}{l+2}.$$

The expansion cut after order $L$ is `truncation L f x`, which I write as

$$T_L f(x)=\sum_{l=0}^{L}\frac{2l+1}{2}\left(\int_{-1}^{1}P_l(t)f(t)\,dt\right)P_l(x).$$

The sum over `Finset.range (L + 1)` runs over $l=0,\dots,L$. The factor $(2l+1)/2$ belongs to the convention in which $P_l(1)=1$ and the square of $P_l$ integrates to $2/(2l+1)$. The definition is available for every $L$, while the theorems about the truncation all concern $L=1$, where only $P_0$ and $P_1$ appear.

The mean cosine is `meanCos f`, that is,

$$\mu=\int_{-1}^{1}t\,f(t)\,dt.$$

The name fits when $f$ is a normalised density; for other functions it is just the first moment.

## What the theorems say

For $f$ of integral one, `truncation_one` states that $T_1f(x)=(1+3\mu x)/2$ for every real $x$. Under the same hypothesis, `truncation_nonneg_iff` states that $T_1f$ is nonnegative at every point of $[-1,1]$ if and only if $|\mu|\le 1/3$. Neither theorem assumes that $f$ is continuous or nonnegative. Integrability is not listed either, because Lean assigns the integral zero to a function that is not integrable, so an integral of one already implies it.

Nonnegativity of $f$ enters in `neg_one_le_truncation`: if also $f\ge 0$ on $[-1,1]$, then $T_1f(x)\ge -1$ there. An integral of one does not give this bound by itself. The function $f(t)=1/2+3t$ has integral one and $\mu=2$, it equals its own truncation, and its value at $-1$ is $-5/2$.

The remaining theorems treat a family that becomes more forward-peaked as the natural number $n$ grows,

$$f_n(x)=\frac{(n+1)(1+x)^n}{2^{n+1}},$$

called `peaked n` in the file. Each $f_n$ is continuous, nonnegative on $[-1,1]$ and of integral one (`peaked_density`), and its mean cosine is $n/(n+2)$ (`meanCos_peaked`). By `peaked_truncation_negative_iff`, there is a point of $[-1,1]$ at which $T_1f_n$ is negative exactly when $n\ge 2$. Finally, `neg_one_sharp` says that for every $\varepsilon>0$ some $n$ gives $T_1f_n(-1)<-1+\varepsilon$. Together with the lower bound, this means that no constant larger than $-1$ would serve for all nonnegative densities of integral one.

## Scattering that is too anisotropic for two terms

In a particle-transport simulation with scattering that depends only on the polar angle and is represented to first Legendre order, the criterion tells when the linear function can be used directly as a sampling density: the mean cosine has to lie between $-1/3$ and $1/3$. The original density may be perfectly physical and still fail this test. Its truncation then has a negative part around the backward direction if $\mu>1/3$, or around the forward direction if $\mu<-1/3$.

The model is a single density in one cosine. It contains no azimuthal dependence and no energy dependence, and a perfectly forward beam, whose density would be a delta distribution at $x=1$, is not a function $f$ of the kind considered here. The criterion concerns the sign of the truncated density and does not measure how well the truncation approximates $f$.

## The linear formula and the 1/3 criterion

At $L=1$ the sum has two terms. Since $P_0=1$ and $P_1(x)=x$,

$$T_1f(x)=\frac12\int_{-1}^{1}f(t)\,dt+\frac32\left(\int_{-1}^{1}t f(t)\,dt\right)x=\frac12+\frac32\mu x=\frac{1+3\mu x}{2}.$$

The proof of `truncation_one` does the same. The `simp only` call writes out the two terms, inserts the first two Legendre polynomials and replaces the integral of $f$ by one; `ring` then collects the result.

Suppose first that $T_1f\ge0$ on $[-1,1]$. The values at the endpoints are

$$T_1f(1)=\frac{1+3\mu}{2}\ge 0,\qquad T_1f(-1)=\frac{1-3\mu}{2}\ge 0,$$

which give $\mu\ge-1/3$ and $\mu\le 1/3$. In `truncation_nonneg_iff` these are the facts `h1` and `h2` of the first direction, and `linarith` draws the two bounds from them.

Conversely, let $|\mu|\le1/3$ and $-1\le x\le1$. A linear function on an interval is a convex combination of its endpoint values, here in the form

$$2(1+3\mu x)=(1+x)(1+3\mu)+(1-x)(1-3\mu).$$

All four factors on the right are nonnegative, so $1+3\mu x\ge0$. The Lean proof records the two products as `a` and `b`, and `nlinarith` adds them to reach the conclusion.

## Why a nonnegative density keeps its truncation above −1

Let $f\ge0$ on $[-1,1]$. The weights $1-t$ and $1+t$ are nonnegative there as well, so

$$0\le\int_{-1}^{1}(1-t)f(t)\,dt=1-\mu,\qquad 0\le\int_{-1}^{1}(1+t)f(t)\,dt=1+\mu.$$

Hence $|\mu|\le1$. The convex combination from before, now with $\mu$ in place of $3\mu$, reads

$$2(1+\mu x)=(1+x)(1+\mu)+(1-x)(1-\mu)\ge0,$$

so $\mu x\ge-1$ and

$$T_1f(x)=\frac{1+3\mu x}{2}\ge\frac{1-3}{2}=-1.$$

Splitting the integrals of $(1\mp t)f(t)$ requires that $f(t)$ and $t f(t)$ be integrable. The proof of `neg_one_le_truncation` therefore begins with `hi`, which obtains the integrability of $f$ by contradiction: otherwise its integral would be zero and not one. The next step, `hti`, multiplies by the continuous function $t$. The two weighted integrals are `h1` and `h2`. After they are split by `integral_sub` and `integral_add`, they become the inequalities for $1-\mu$ and $1+\mu$, and the products `a` and `b` finish the argument as in the criterion.

## Normalisation and mean of the forward-peaked family

Both calculations use one integral. For a natural number $k$, the function $(1+t)^{k+1}/(k+1)$ has derivative $(1+t)^k$, so

$$\int_{-1}^{1}(1+t)^k\,dt=\left[\frac{(1+t)^{k+1}}{k+1}\right]_{-1}^{1}=\frac{2^{k+1}}{k+1}.$$

This is `integral_one_add_pow`. Its fact `hd` is the derivative, and `integral_eq_sub_of_hasDerivAt` is the fundamental theorem of calculus.

With $k=n$ the normalisation follows:

$$\int_{-1}^{1}f_n(t)\,dt=\frac{n+1}{2^{n+1}}\cdot\frac{2^{n+1}}{n+1}=1.$$

Continuity is clear because $f_n$ is a polynomial, and $f_n\ge0$ on $[-1,1]$ because $1+x\ge0$ there. These are the three parts of `peaked_density`.

For the mean, write $t=(1+t)-1$. Then

$$\mu_n=\int_{-1}^{1}t f_n(t)\,dt=\frac{n+1}{2^{n+1}}\left(\frac{2^{n+2}}{n+2}-\frac{2^{n+1}}{n+1}\right)=\frac{2(n+1)}{n+2}-1=\frac{n}{n+2}.$$

In `meanCos_peaked`, the fact `h` is this splitting of the integrand. The integral formula is then applied twice, with exponents $n+1$ and $n$, and `field_simp` and `ring` simplify the fractions.

## The threshold at n = 2 and the approach to −1

Since $\mu_n\ge0$, the criterion for $f_n$ is $n/(n+2)\le1/3$. Multiplying out gives $3n\le n+2$, that is, $n\le1$. The truncation is therefore nonnegative for $n=0$ and $n=1$, and it is negative somewhere for every larger $n$.

The smallest cases show the transition. For $n=0$ the density is the constant $1/2$, and for $n=1$ it is $(1+x)/2$; each equals its own truncation, and the second just reaches zero at $x=-1$. For $n=2$ the density is $3(1+x)^2/8$, with mean $1/2$. Its truncation is $(1+\tfrac32x)/2$, which has the value $-1/4$ at $x=-1$, although the density itself is zero there.

In `peaked_truncation_negative_iff`, the fact `key` is the criterion for $f_n$ with the mean inserted and the fractions cleared. If a negative value exists but $n\ge2$ fails, then $n\le1$, and `key` makes the truncation nonnegative everywhere, a contradiction. If $n\ge2$ but no negative value exists, the truncation is nonnegative on the whole interval, and `key` gives $3n\le n+2$, which contradicts $n\ge2$.

At the backward endpoint the linear formula gives

$$T_1f_n(-1)=\frac12\left(1-\frac{3n}{n+2}\right)=\frac{1-n}{n+2}=-1+\frac{3}{n+2}.$$

Given $\varepsilon>0$, choose a natural number $n>3/\varepsilon$. Then $3<n\varepsilon<(n+2)\varepsilon$, so $3/(n+2)<\varepsilon$ and the value lies below $-1+\varepsilon$. The proof of `neg_one_sharp` takes this $n$ from `exists_nat_gt`; its fact `e` is the rewriting of the endpoint value, and `h3` is the estimate of the remainder.
